# A complete sweep of row updates with nonzero pivots ends at the matrix inverse

## One number, then two rows

Let $a$ and $x$ be nonzero numbers, with $x$ a guess for $1/a$. The update

$$x \;\mapsto\; x - x\,\frac{ax-1}{ax} = \frac1a$$

gives the exact inverse in one step, and the guess cancels.

For matrices the same update is applied row by row, and a question arises: does correcting one row spoil a row that is already correct? It does not, and an example with two rows shows the reason. Number them 0 and 1, and take

$$A=\begin{pmatrix}2&1\\1&1\end{pmatrix},\qquad X=\begin{pmatrix}1&1\\0&1\end{pmatrix},\qquad AX=\begin{pmatrix}2&3\\1&2\end{pmatrix}.$$

Row 0 of $AX$ should be $(1,0)$, so its error is $(1,3)$. Divide the error by the diagonal entry $2$, multiply column 0 of $X$ by the resulting row $(\tfrac12,\tfrac32)$, and subtract:

$$X'=\begin{pmatrix}\tfrac12&-\tfrac12\\0&1\end{pmatrix},\qquad AX'=\begin{pmatrix}1&0\\\tfrac12&\tfrac12\end{pmatrix}.$$

Row 0 is now right. Row 1 has error $(\tfrac12,-\tfrac12)$ and diagonal entry $\tfrac12$, so column 1 of $X'$ is multiplied by $(1,-1)$ and subtracted:

$$X''=\begin{pmatrix}1&-1\\-1&2\end{pmatrix},\qquad AX''=\begin{pmatrix}1&0\\0&1\end{pmatrix}.$$

The second update left row 0 alone because row 0 of $AX'$ already had a zero in column 1.

## Stored inverses of Slater matrices

In a Slater matrix with one row per electron, moving electron $i$ changes only row $i$. If $X$ is the inverse of the old matrix and $a_i$ is the new row, the ratio of the new determinant to the old one is $r=a_iXe_i$, where $e_i$ is the $i$-th unit column vector. If $r\neq0$, the Sherman–Morrison formula gives the new inverse as

$$X' = X - Xe_i\,\frac{a_iX-e_i^{T}}{r}.$$

A stored inverse that has been updated many times accumulates error. For a single Slater matrix held fixed, and in exact arithmetic, a complete sweep of these updates removes that error entirely, provided that no pivot $r$ vanishes.

The condition on the pivots has a direct meaning. For an invertible guess $X$, the sweep replaces the rows of $X^{-1}$ one at a time by rows of $A$, and each pivot is the ratio of successive determinants. The first zero pivot means that the next matrix in this sequence, which may be $A$ itself, is singular; if that matrix is the Slater matrix of an electron configuration, the configuration lies on a node of the determinant.

## What is claimed, and how Lean says it

Let $A$ and $X$ be square matrices over a field, and let a list of rows contain every row at least once. If all pivots met along the list are nonzero, the final matrix $X_{\mathrm{end}}$ satisfies $AX_{\mathrm{end}}=1$. This is `mul_sweep_eq_one`.

The field `K` is arbitrary, so real and complex matrices are both included. The rows are labelled by a finite type `n`. The other objects translate as follows:

- `pivot A X i` is $r=(AX)_{ii}=a_iXe_i$.
- `step A X i` is the updated matrix $X'$, written entry by entry.
- `sweep A X l` applies the updates along the list `l`, each one to the result of the previous one.
- `pivots A X l` lists the pivots met on the way.
- `RowSolved A X k` says that $a_kX=e_k^{T}$.

The hypothesis `hl` says that every row occurs in `l`; order and repetitions are free. The hypothesis `hp` says that every member of `pivots A X l` is nonzero. It is assumed, not derived, and it depends on the guess and on the order as well as on $A$. Lean's convention $x/0=0$ makes `step` return $X$ unchanged at a zero pivot, and `hp` excludes that case.

The ordered sweep is `mul_ordered_sweep_eq_one`, with rows numbered from $0$ to $m-1$. The theorem `sweep_independent_of_guess` expresses the self-correction: two complete sweeps with nonzero pivots end at the same matrix, whatever their guesses and orders.

The guess is therefore free only within the condition on the pivots. By `det_mul_det_eq_pivots`, a complete sweep with nonzero pivots $r_1,\dots,r_s$ satisfies

$$\det A\,\det X = r_1r_2\cdots r_s,$$

where $X$ is the initial guess, and both determinants are nonzero. A singular guess must meet a zero pivot somewhere in a complete sweep.

Invertibility alone does not ensure success. For the exchange matrix $\begin{pmatrix}0&1\\1&0\end{pmatrix}$ and the identity as guess, the first pivot is zero, although both matrices are invertible.

The theorems concern exact arithmetic and a fixed $A$. They say nothing about rounding during the sweep, the effect of small pivots, or the choice of a good order.

## Solved rows stay solved

Write the update as $X'=X-Xe_i\,c$, with the row vector $c=(a_iX-e_i^{T})/r$. Multiplying by row $k$ of $A$ gives

$$a_kX' = a_kX-(a_kXe_i)\,c.$$

For the visited row, $k=i$, the bracket is $r$, so

$$a_iX' = a_iX-(a_iX-e_i^{T}) = e_i^{T}.$$

For another row $k\neq i$ that is already solved, the bracket is $a_kXe_i=e_k^{T}e_i=0$, and therefore $a_kX'=a_kX=e_k^{T}$.

Each row is thus solved when it is visited and remains solved afterwards. Once every row has been visited, $AX_{\mathrm{end}}=1$. For square matrices a right inverse is the inverse, so $X_{\mathrm{end}}=A^{-1}$, and no trace of the guess is left.

## Each update divides the determinant by its pivot

The update is also a multiplication from the right, $X'=X(1-e_ic)$. The matrix $1-e_ic$ is the identity with row $i$ replaced by $e_i^{T}-c$. Its column $i$ has the single possibly nonzero entry $1-c_i$, on the diagonal, so expansion along that column gives $\det(1-e_ic)=1-c_i$. Since $c_i=(r-1)/r$,

$$\det X'=\det X\left(1-\frac{r-1}{r}\right)=\frac{\det X}{r}.$$

Over the whole sweep, $\det X=\det X_{\mathrm{end}}\;r_1\cdots r_s$. Multiplying by $\det A$ and using $\det A\,\det X_{\mathrm{end}}=1$ gives the product formula. Its right-hand side is nonzero, so neither $\det A$ nor $\det X$ can vanish.

In the two-row example both determinants are $1$, and the pivots are $2$ and $\tfrac12$, with product $1$.

## The Lean file

```lean
import Mathlib

open Matrix

namespace SelfCorrectingSweep

noncomputable section

variable {n K : Type*} [Fintype n] [DecidableEq n] [Field K]

/-- The pivot `r = a_i X e_i` met when row `i` of `A` is visited. -/
def pivot (A X : Matrix n n K) (i : n) : K := (A * X) i i

/-- The update `X - X e_i (a_i X - e_iᵀ) / r`, written entry by entry. -/
def step (A X : Matrix n n K) (i : n) : Matrix n n K :=
  Matrix.of fun p q =>
    X p q - X p i * (((A * X) i q - (1 : Matrix n n K) i q) / pivot A X i)

/-- The matrix obtained from `X` by visiting the rows in the list one after another. -/
def sweep (A : Matrix n n K) : Matrix n n K → List n → Matrix n n K
  | X, [] => X
  | X, i :: l => sweep A (step A X i) l

/-- The pivots met during the sweep, in order. -/
def pivots (A : Matrix n n K) : Matrix n n K → List n → List K
  | _, [] => []
  | X, i :: l => pivot A X i :: pivots A (step A X i) l

/-- Row `k` of the equation `A X = 1` holds. -/
def RowSolved (A X : Matrix n n K) (k : n) : Prop :=
  ∀ q, (A * X) k q = (1 : Matrix n n K) k q

/-- The effect of one update on the product `A X`. -/
theorem mul_step_apply (A X : Matrix n n K) (i k q : n) :
    (A * step A X i) k q = (A * X) k q -
      (A * X) k i * (((A * X) i q - (1 : Matrix n n K) i q) / pivot A X i) := by
  generalize hc : ((A * X) i q - (1 : Matrix n n K) i q) / pivot A X i = c
  have h : ∀ p, A k p * step A X i p q = A k p * X p q - A k p * X p i * c := by
    intro p
    simp only [step, Matrix.of_apply, hc]
    ring
  simp only [Matrix.mul_apply, h, Finset.sum_sub_distrib, Finset.sum_mul]

/-- With a nonzero pivot, an update solves the row it visits, and it leaves every other
solved row solved. -/
theorem step_rows (A X : Matrix n n K) (i : n) (hr : pivot A X i ≠ 0) :
    RowSolved A (step A X i) i ∧
      ∀ k, k ≠ i → RowSolved A X k → RowSolved A (step A X i) k := by
  constructor
  · intro q
    have hr' : (A * X) i i ≠ 0 := hr
    have h : (A * X) i i * (((A * X) i q - (1 : Matrix n n K) i q) / (A * X) i i)
        = (A * X) i q - (1 : Matrix n n K) i q := by
      field_simp
    rw [mul_step_apply, pivot, h, sub_sub_cancel]
  · -- a solved row `k` has `a_k X e_i = 0`, so the correction does not touch it
    intro k hk h q
    rw [mul_step_apply, h i, Matrix.one_apply_ne hk, zero_mul, sub_zero, h q]

/-- After a sweep with nonzero pivots, every row that was visited or was solved at the
start is solved. -/
theorem sweep_rows (A : Matrix n n K) (l : List n) (X : Matrix n n K)
    (hp : ∀ r ∈ pivots A X l, r ≠ 0) (k : n) (hk : k ∈ l ∨ RowSolved A X k) :
    RowSolved A (sweep A X l) k := by
  induction l generalizing X with
  | nil =>
    rcases hk with hk | hk
    · simp at hk
    · exact hk
  | cons i l ih =>
    simp only [pivots, List.mem_cons, forall_eq_or_imp] at hp
    obtain ⟨hfix, hkeep⟩ := step_rows A X i hp.1
    refine ih (step A X i) hp.2 ?_
    by_cases hki : k = i
    · right
      rw [hki]
      exact hfix
    · rcases hk with hk | hk
      · exact Or.inl ((List.mem_cons.mp hk).resolve_left hki)
      · exact Or.inr (hkeep k hki hk)

/-- A sweep that visits every row, in any order and possibly with repetitions, and meets only
nonzero pivots ends at a right inverse of `A`. -/
theorem mul_sweep_eq_one (A X : Matrix n n K) (l : List n) (hl : ∀ i, i ∈ l)
    (hp : ∀ r ∈ pivots A X l, r ≠ 0) : A * sweep A X l = 1 := by
  ext k q
  exact sweep_rows A l X hp k (Or.inl (hl k)) q

/-- The ordered sweep over all rows of an `m × m` matrix ends at a right inverse if its pivots are
nonzero. -/
theorem mul_ordered_sweep_eq_one {m : ℕ} (A X : Matrix (Fin m) (Fin m) K)
    (hp : ∀ r ∈ pivots A X (List.finRange m), r ≠ 0) :
    A * sweep A X (List.finRange m) = 1 :=
  mul_sweep_eq_one A X _ (fun i => List.mem_finRange i) hp

/-- Two complete sweeps with nonzero pivots end at the same matrix, even if they start from
different guesses and visit the rows in different orders. -/
theorem sweep_independent_of_guess (A X Y : Matrix n n K) (l l' : List n)
    (hl : ∀ i, i ∈ l) (hl' : ∀ i, i ∈ l')
    (hp : ∀ r ∈ pivots A X l, r ≠ 0) (hp' : ∀ r ∈ pivots A Y l', r ≠ 0) :
    sweep A X l = sweep A Y l' :=
  (Matrix.inv_eq_right_inv (mul_sweep_eq_one A X l hl hp)).symm.trans
    (Matrix.inv_eq_right_inv (mul_sweep_eq_one A Y l' hl' hp'))

/-- Subtracting from `X` the product of its column `i` with a row `c` multiplies the
determinant by `1 - c i`. -/
theorem det_sub_column_mul_row (X : Matrix n n K) (i : n) (c : n → K) :
    (Matrix.of fun p q => X p q - X p i * c q).det = X.det * (1 - c i) := by
  -- the correction is multiplication by the identity with row `i` replaced
  have hfac : (Matrix.of fun p q => X p q - X p i * c q) =
      X * (1 : Matrix n n K).updateRow i (fun q => (1 : Matrix n n K) i q - c q) := by
    ext p q
    have h : ∀ k, (1 : Matrix n n K).updateRow i
        (fun q => (1 : Matrix n n K) i q - c q) k q =
        (1 : Matrix n n K) k q - if k = i then c q else 0 := by
      intro k
      by_cases hk : k = i
      · subst hk
        simp
      · simp [hk]
    have h1 : ∑ k, X p k * (1 : Matrix n n K) k q = X p q := by
      rw [← Matrix.mul_apply, Matrix.mul_one]
    rw [Matrix.mul_apply]
    simp only [h, mul_sub, Finset.sum_sub_distrib, h1]
    simp
  rw [hfac, Matrix.det_mul, ← Matrix.cramer_transpose_apply, Matrix.transpose_one,
    Matrix.cramer_one]
  simp

/-- If all pivots are nonzero, the determinant of the swept matrix times their product is the
determinant of the initial guess. -/
theorem det_sweep_mul_pivots (A : Matrix n n K) (l : List n) (X : Matrix n n K)
    (hp : ∀ r ∈ pivots A X l, r ≠ 0) :
    (sweep A X l).det * (pivots A X l).prod = X.det := by
  induction l generalizing X with
  | nil => simp [sweep, pivots]
  | cons i l ih =>
    simp only [pivots, List.mem_cons, forall_eq_or_imp] at hp
    have hd : (step A X i).det = X.det *
        (1 - ((A * X) i i - (1 : Matrix n n K) i i) / pivot A X i) :=
      det_sub_column_mul_row X i
        (fun q => ((A * X) i q - (1 : Matrix n n K) i q) / pivot A X i)
    have hr : (A * X) i i = pivot A X i := rfl
    -- a single update divides the determinant by the pivot
    have hs : (step A X i).det * pivot A X i = X.det := by
      rw [hd, hr, Matrix.one_apply_eq, mul_assoc, sub_mul, div_mul_cancel₀ _ hp.1]
      ring
    have h := ih (step A X i) hp.2
    simp only [sweep, pivots, List.prod_cons]
    linear_combination pivot A X i * h + hs

/-- For a complete sweep with nonzero pivots, `det A · det X` is the product of the pivots,
and both `A` and the initial guess `X` have nonzero determinant. -/
theorem det_mul_det_eq_pivots (A X : Matrix n n K) (l : List n) (hl : ∀ i, i ∈ l)
    (hp : ∀ r ∈ pivots A X l, r ≠ 0) :
    A.det * X.det = (pivots A X l).prod ∧ A.det ≠ 0 ∧ X.det ≠ 0 := by
  have h1 : A.det * (sweep A X l).det = 1 := by
    rw [← Matrix.det_mul, mul_sweep_eq_one A X l hl hp, Matrix.det_one]
  have h2 := det_sweep_mul_pivots A l X hp
  have h3 : A.det * X.det = (pivots A X l).prod := by
    rw [← h2, ← mul_assoc, h1, one_mul]
  have h4 : (pivots A X l).prod ≠ 0 :=
    List.prod_ne_zero (fun h0 => hp 0 h0 rfl)
  rw [← h3] at h4
  exact ⟨h3, left_ne_zero_of_mul h4, right_ne_zero_of_mul h4⟩

/-- An explicit two-row sweep over the rationals with pivots `2` and `1/2`. -/
theorem pivots_witness :
    pivots (!![2, 1; 1, 1] : Matrix (Fin 2) (Fin 2) ℚ) !![1, 1; 0, 1] [0, 1]
      = [2, 1 / 2] := by
  have h0 : pivot (!![2, 1; 1, 1] : Matrix (Fin 2) (Fin 2) ℚ) !![1, 1; 0, 1] 0 = 2 := by
    norm_num [pivot, Matrix.mul_apply, Fin.sum_univ_two]
  have h1 : pivot (!![2, 1; 1, 1] : Matrix (Fin 2) (Fin 2) ℚ)
      (step !![2, 1; 1, 1] !![1, 1; 0, 1] 0) 1 = 1 / 2 := by
    rw [pivot, mul_step_apply, h0]
    norm_num [Matrix.mul_apply, Fin.sum_univ_two, Matrix.one_apply]
  simp only [pivots, h0, h1]

/-- The exchange matrix is its own inverse, yet with the identity as initial guess its
first pivot vanishes. -/
theorem exchange_pivot_zero :
    (!![0, 1; 1, 0] : Matrix (Fin 2) (Fin 2) ℚ) * !![0, 1; 1, 0] = 1 ∧
      pivot (!![0, 1; 1, 0] : Matrix (Fin 2) (Fin 2) ℚ) 1 0 = 0 := by
  constructor
  · ext i j
    fin_cases i <;> fin_cases j <;> simp [Matrix.mul_apply, Fin.sum_univ_two]
  · simp [pivot]

end

end SelfCorrectingSweep
```

```lean
#print axioms SelfCorrectingSweep.mul_ordered_sweep_eq_one
#print axioms SelfCorrectingSweep.sweep_independent_of_guess
#print axioms SelfCorrectingSweep.det_mul_det_eq_pivots
#print axioms SelfCorrectingSweep.exchange_pivot_zero
```

```
'SelfCorrectingSweep.mul_ordered_sweep_eq_one' depends on axioms: [propext, Classical.choice, Quot.sound]
'SelfCorrectingSweep.sweep_independent_of_guess' depends on axioms: [propext, Classical.choice, Quot.sound]
'SelfCorrectingSweep.det_mul_det_eq_pivots' depends on axioms: [propext, Classical.choice, Quot.sound]
'SelfCorrectingSweep.exchange_pivot_zero' depends on axioms: [propext, Classical.choice, Quot.sound]
```

## How the proof follows the algebra

**One update.** `mul_step_apply` is the formula for $a_kX'$, read at column `q`. The proof names the quotient `c` with `generalize`, so that `ring` can rearrange each term of the matrix product without dealing with the division. The sum is then split, and on the right-hand side the factor `c` is moved inside its sum, so that the two sides agree.

`step_rows` contains the two cases of the derivation. For the visited row, `field_simp` cancels the pivot, and `sub_sub_cancel` leaves the row of the identity. For another solved row, the hypothesis taken at column `i` turns the coefficient of the correction into an off-diagonal entry of the identity, which is zero.

**The whole list.** `sweep_rows` is an induction along the list. It proves slightly more than the main theorem needs: a row ends up solved if it is in the list or was solved at the start. The second alternative carries a row through the updates that follow its visit. The induction has to generalize over `X`, because the rest of the list acts on the updated matrix. In the inductive step, the row just visited moves to the "already solved" alternative; any other row keeps the alternative it had.

`mul_sweep_eq_one` applies this to every row and compares entries. The ordered version supplies the list `List.finRange m`, which contains every row. For `sweep_independent_of_guess`, `Matrix.inv_eq_right_inv` identifies both final matrices with the inverse of `A`.

**Determinants.** `det_sub_column_mul_row` proves the factorisation $X'=X(1-e_ic)$ for an arbitrary row `c`. Where the derivation expands along a column, Lean uses Mathlib's Cramer map: the determinant of the identity with one row replaced is a component of that map, and for the identity matrix the map returns its argument.

`det_sweep_mul_pivots` repeats the division by the pivot along the list. Its final `linear_combination` joins the identity for the first update, `hs`, to the induction hypothesis for the remaining ones, `h`. `det_mul_det_eq_pivots` then multiplies by `A.det` and reads off that both factors of a nonzero product are nonzero.

**The two small matrices.** `pivots_witness` computes the pivots of the example at the start, `[2, 1 / 2]`, and so exhibits a guess that satisfies the pivot condition without being the inverse. The second pivot is obtained through `mul_step_apply`, which needs only the product $AX$ and the first pivot. `exchange_pivot_zero` checks that the exchange matrix squares to the identity and that its pivot at row 0 vanishes when the guess is the identity.
